# Scattering and bound solutions of a separable potential from the matrix $1+WB$

To test a PAW dataset, one solves the radial equation at a chosen energy and compares the solution at some radius with that of the all-electron atom, but the nonlocal term ties the wave function at each point to its overlaps with the projectors over the whole augmentation region. If the projectors are linearly independent and the equations of the local operator have been solved, what remains is a linear system with one unknown per projector.

```lean
import Mathlib

open Matrix

namespace PAWScattering

noncomputable section

variable {ι E : Type*} [Fintype ι] [NormedAddCommGroup E] [InnerProductSpace ℂ E]
  {D : Submodule ℂ E}

/-- The overlaps `⟨p_i, v⟩` of a function `v` with the projectors. -/
def overlap (p : ι → E) (v : E) : ι → ℂ := fun i => inner ℂ (p i) v

/-- The matrix `B_ij = ⟨p_i, u_j⟩` of overlaps between projectors and the functions `u_j`. -/
def overlapMatrix (p : ι → E) (u : ι → D) : Matrix ι ι ℂ :=
  Matrix.of fun i j => inner ℂ (p i) (u j : E)

/-- The separable nonlocal term `∑ p_i W_ij ⟨p_j, v⟩` acting on `v`. -/
def separable (p : ι → E) (W : Matrix ι ι ℂ) (v : E) : E :=
  ∑ i, ∑ j, (W i j * inner ℂ (p j) v) • p i

/-- The trial function `u₀ + ∑ c_j u_j`. -/
def trial (u₀ : D) (u : ι → D) (c : ι → ℂ) : D := u₀ + ∑ j, c j • u j

/-- The separable term is a combination of projectors with coefficients `W ⟨p, v⟩`. -/
theorem separable_eq (p : ι → E) (W : Matrix ι ι ℂ) (v : E) :
    separable p W v = ∑ i, (W *ᵥ overlap p v) i • p i := by
  simp only [separable, Matrix.mulVec, dotProduct, overlap, Finset.sum_smul]

/-- The projector overlaps of the trial function are `b + B c`, where `b` holds the
overlaps of `u₀`. -/
theorem overlap_trial (p : ι → E) (u₀ : D) (u : ι → D) (c : ι → ℂ) :
    overlap p (trial u₀ u c : E) = overlap p (u₀ : E) + overlapMatrix p u *ᵥ c := by
  ext i
  simp [overlap, trial, overlapMatrix, Matrix.mulVec, dotProduct, mul_comm]

/-- If `A u₀ = 0` and `A u_i = p_i`, the local operator maps the trial function
to `∑ c_i p_i`. -/
theorem apply_trial {A : D →ₗ[ℂ] E} {p : ι → E} {u₀ : D} {u : ι → D}
    (h₀ : A u₀ = 0) (hu : ∀ i, A (u i) = p i) (c : ι → ℂ) :
    A (trial u₀ u c) = ∑ i, c i • p i := by
  simp [trial, h₀, hu]

/-- If `A u_i = p_i`, every solution of the full equation is a solution `k` of the local
equation plus a combination of the `u_j`. -/
theorem solution_has_trial_form {A : D →ₗ[ℂ] E} {p : ι → E} {u : ι → D}
    (hu : ∀ i, A (u i) = p i) (W : Matrix ι ι ℂ) {v : D}
    (hv : A v + separable p W v = 0) :
    ∃ (k : D) (c : ι → ℂ), A k = 0 ∧ v = trial k u c := by
  -- adding back the response to the separable term leaves a local solution
  refine ⟨v + ∑ j, (W *ᵥ overlap p (v : E)) j • u j,
    fun j => -(W *ᵥ overlap p (v : E)) j, ?_, ?_⟩
  · rw [separable_eq] at hv
    simpa only [map_add, map_sum, map_smul, hu] using hv
  · simp only [trial, neg_smul, Finset.sum_neg_distrib, add_neg_cancel_right]

variable [DecidableEq ι]

/-- Let `A u₀ = 0`, `A u_i = p_i`, and let the projectors be linearly independent. The trial
function solves the full equation exactly when `(1 + W B) c = -W b`. -/
theorem scattering_iff {A : D →ₗ[ℂ] E} {p : ι → E} {u₀ : D} {u : ι → D}
    (hp : LinearIndependent ℂ p) (h₀ : A u₀ = 0) (hu : ∀ i, A (u i) = p i)
    (W : Matrix ι ι ℂ) (c : ι → ℂ) :
    A (trial u₀ u c) + separable p W (trial u₀ u c) = 0 ↔
      (1 + W * overlapMatrix p u) *ᵥ c = -(W *ᵥ overlap p (u₀ : E)) := by
  -- the residual lies in the span of the projectors
  have hres : A (trial u₀ u c) + separable p W (trial u₀ u c) =
      ∑ i, ((1 + W * overlapMatrix p u) *ᵥ c + W *ᵥ overlap p (u₀ : E) : ι → ℂ) i • p i := by
    rw [apply_trial h₀ hu, separable_eq, overlap_trial, ← Finset.sum_add_distrib]
    refine Finset.sum_congr rfl fun i _ => ?_
    rw [← add_smul]
    congr 1
    simp only [Matrix.add_mulVec, Matrix.one_mulVec, Matrix.mulVec_add,
      Matrix.mulVec_mulVec, Pi.add_apply]
    ring
  rw [hres]
  constructor
  · intro h
    -- linear independence makes every coefficient vanish
    exact eq_neg_of_add_eq_zero_left
      (funext (Fintype.linearIndependent_iff.mp hp _ h))
  · intro h
    rw [h]
    simp

/-- Let `A u₀ = 0`, `A u_i = p_i`, let the projectors be linearly independent, and let
`det (1 + W B) ≠ 0`. With `b` the overlaps of `u₀`, the trial function solves the full equation
exactly for the coefficients `c = -(1 + W B)⁻¹ W b`. -/
theorem scattering_coefficients {A : D →ₗ[ℂ] E} {p : ι → E} {u₀ : D} {u : ι → D}
    (hp : LinearIndependent ℂ p) (h₀ : A u₀ = 0) (hu : ∀ i, A (u i) = p i)
    (W : Matrix ι ι ℂ) (hdet : (1 + W * overlapMatrix p u).det ≠ 0) (c : ι → ℂ) :
    A (trial u₀ u c) + separable p W (trial u₀ u c) = 0 ↔
      c = -((1 + W * overlapMatrix p u)⁻¹ *ᵥ (W *ᵥ overlap p (u₀ : E))) := by
  have hunit := isUnit_iff_ne_zero.mpr hdet
  rw [scattering_iff hp h₀ hu]
  constructor
  · intro h
    rw [← Matrix.mulVec_neg, ← h, Matrix.mulVec_mulVec,
      Matrix.nonsing_inv_mul _ hunit, Matrix.one_mulVec]
  · intro h
    rw [h, Matrix.mulVec_neg, Matrix.mulVec_mulVec,
      Matrix.mul_nonsing_inv _ hunit, Matrix.one_mulVec]

/-- Let `A` be injective on its domain, `A u_i = p_i`, and the projectors linearly independent.
The full equation has a nonzero solution exactly when `det (1 + W B) = 0`. -/
theorem ghost_iff_det_eq_zero {A : D →ₗ[ℂ] E} {p : ι → E} {u : ι → D}
    (hp : LinearIndependent ℂ p) (hA : Function.Injective A)
    (hu : ∀ i, A (u i) = p i) (W : Matrix ι ι ℂ) :
    (∃ v : D, v ≠ 0 ∧ A v + separable p W v = 0) ↔
      (1 + W * overlapMatrix p u).det = 0 := by
  have hb : overlap p ((0 : D) : E) = 0 := by
    ext i
    simp [overlap]
  rw [← Matrix.exists_mulVec_eq_zero_iff]
  constructor
  · rintro ⟨v, hv, h⟩
    obtain ⟨k, c, hk, rfl⟩ := solution_has_trial_form hu W h
    -- injectivity removes the local part of the solution
    obtain rfl : k = 0 := hA (hk.trans (map_zero A).symm)
    refine ⟨c, ?_, ?_⟩
    · rintro rfl
      exact hv (by simp [trial])
    · have hc := (scattering_iff hp (map_zero A) hu W c).1 h
      rwa [hb, Matrix.mulVec_zero, neg_zero] at hc
  · rintro ⟨c, hc, h⟩
    refine ⟨trial 0 u c, ?_, (scattering_iff hp (map_zero A) hu W c).2 ?_⟩
    · intro hz
      have hs := apply_trial (map_zero A) hu c
      rw [hz, map_zero] at hs
      exact hc (funext (Fintype.linearIndependent_iff.mp hp c hs.symm))
    · rw [h, hb, Matrix.mulVec_zero, neg_zero]

/-- A two-component model operator `(x, y) ↦ (t x + y, y)`. -/
def modelOp (t : ℂ) :
    (⊤ : Submodule ℂ (EuclideanSpace ℂ (Fin 2))) →ₗ[ℂ] EuclideanSpace ℂ (Fin 2) where
  toFun v := !₂[t * v.1 0 + v.1 1, v.1 1]
  map_add' x y := by
    ext i
    fin_cases i <;> simp
    ring
  map_smul' a x := by
    ext i
    fin_cases i <;> simp
    ring

/-- In the model, `u₀ = (1, 0)` is a local solution at `t = 0`, `u₁ = (0, 1)` is mapped to the
projector `(1, 1)` for every `t`, this projector is linearly independent, and the operator is
injective for `t ≠ 0`. -/
theorem modelOp_witness :
    modelOp 0 ⟨!₂[1, 0], trivial⟩ = 0 ∧
    (∀ t, modelOp t ⟨!₂[0, 1], trivial⟩ = !₂[1, 1]) ∧
    LinearIndependent ℂ (fun _ : Fin 1 => (!₂[1, 1] : EuclideanSpace ℂ (Fin 2))) ∧
    ∀ t, t ≠ 0 → Function.Injective (modelOp t) := by
  refine ⟨?_, fun t => ?_, ?_, fun t ht x y h => ?_⟩
  · ext i
    fin_cases i <;> simp [modelOp]
  · ext i
    fin_cases i <;> simp [modelOp]
  · refine Fintype.linearIndependent_iff.2 fun g hg i => ?_
    have h := congrArg (fun w : EuclideanSpace ℂ (Fin 2) => w 0) hg
    fin_cases i
    simpa using h
  · -- compare the two components
    have e1 := congrArg (fun w : EuclideanSpace ℂ (Fin 2) => w 1) h
    have e0 := congrArg (fun w : EuclideanSpace ℂ (Fin 2) => w 0) h
    have h1 : x.1 1 = y.1 1 := by simpa [modelOp] using e1
    have h0 : t * x.1 0 + x.1 1 = t * y.1 0 + y.1 1 := by simpa [modelOp] using e0
    have h2 : x.1 0 = y.1 0 := mul_left_cancel₀ ht (by linear_combination h0 - h1)
    apply Subtype.ext
    ext i
    fin_cases i
    · exact h2
    · exact h1

end

end PAWScattering
```

```lean
#print axioms PAWScattering.solution_has_trial_form
#print axioms PAWScattering.scattering_coefficients
#print axioms PAWScattering.ghost_iff_det_eq_zero
```

```
'PAWScattering.solution_has_trial_form' depends on axioms: [propext, Classical.choice, Quot.sound]
'PAWScattering.scattering_coefficients' depends on axioms: [propext, Classical.choice, Quot.sound]
'PAWScattering.ghost_iff_det_eq_zero' depends on axioms: [propext, Classical.choice, Quot.sound]
```

## One equation at one energy

Let $A$ be the local operator at energy $\varepsilon$, that is, kinetic energy plus local potential minus $\varepsilon$. The full equation for a function $v$ is

$$A v+\sum_{ij} p_i\,W_{ij}\,\langle p_j,v\rangle=0 .$$

Here the $p_i$ are the projectors, taken to be linearly independent. In PAW the matrix is $W_{ij}=\Delta H_{ij}-\varepsilon\,\Delta S_{ij}$, where $\Delta H$ and $\Delta S$ are the one-centre corrections to the Hamiltonian and to the overlap operator. The file accepts any complex square matrix $W$, so norm-conserving separable pseudopotentials, with $\Delta S=0$, fit as well.

Two kinds of auxiliary function enter. The function $u_0$ solves the local equation, $Au_0=0$, and each $u_i$ solves the local equation with a projector as source, $Au_i=p_i$. The $u_i$ are responses to the projectors, not the PAW partial waves. With the overlaps

$$B_{ij}=\langle p_i,u_j\rangle,\qquad b_i=\langle p_i,u_0\rangle,$$

the theorem `scattering_iff` says that $u=u_0+\sum_j c_ju_j$ solves the full equation exactly when

$$(1+WB)\,c=-Wb .$$

If $\det(1+WB)\neq0$, `scattering_coefficients` gives the unique coefficients $c=-(1+WB)^{-1}Wb$. The theorem `solution_has_trial_form` works in the other direction: every solution of the full equation is some local solution plus a combination of the $u_j$. Finally, `ghost_iff_det_eq_zero` says that if $A$ is injective, the full equation has a nonzero solution exactly when $\det(1+WB)=0$.

## Operators, domains and boundary conditions

`E` is a complex inner-product space, which may be infinite-dimensional and need not be complete. Its inner product is linear in the second argument, as in Dirac notation. The operator is a linear map `A : D →ₗ[ℂ] E` defined only on a subspace `D`, as a differential operator requires. This `D` is a domain of functions, not the matrix of nonlocal coefficients that often carries the same letter.

The definitions follow the formulas: `overlap` is the vector of overlaps $\langle p_i,v\rangle$, `overlapMatrix` is $B$, `separable` is the nonlocal term, and `trial` is $u_0+\sum_jc_ju_j$. The hypotheses `h₀` and `hu` are the two kinds of local equation, and `hp` is the linear independence of the projectors.

The boundary conditions sit in `D`, and the two tests call for different choices:

- For scattering, take functions defined inside a sphere of radius $R$ that contains the projectors, regular at the origin and free at $R$. A nonzero local solution $u_0$ then exists at every energy, and outward integration supplies it and the $u_i$. The logarithmic derivative at $R$ follows from the values and slopes of these functions once $c$ is known.
- For bound states, impose the outer boundary condition too. Injectivity of $A$ then means that $\varepsilon$ is not an eigenvalue of the local Hamiltonian. The $u_i$ must obey the same outer condition, so the matrix $B$ generally differs from the one used for scattering.

The word "ghost" in the theorem's name is broader than its usual meaning. When $A$ is injective, the determinant vanishes exactly when a nonzero solution exists, physical or spurious; calling one a ghost requires a comparison with the all-electron spectrum. At an eigenvalue of the local Hamiltonian the theorem does not apply, and a solution can exist although the determinant is nonzero: a local eigenfunction orthogonal to all the projectors is one.

The existence of the $u_i$ is assumed, not derived. The step left to the user is to realise the actual radial operator, with its function space and boundary conditions, as such a map `A`. Within a one-electron equation with a fixed potential and finitely many projectors, the result supports the calculation of logarithmic derivatives and the search for ghost states when PAW datasets are tested. Each statement concerns a single energy; in a scan, $A$, the auxiliary functions, $B$ and in general $W$ must be updated.

## From the differential equation to the matrix equation

**The nonlocal term.** Write $q_j=\langle p_j,v\rangle$. Then

$$\sum_{ij}p_iW_{ij}\langle p_j,v\rangle=\sum_i (Wq)_i\,p_i .$$

This is `separable_eq`: whatever $v$ is, the nonlocal term is a combination of projectors.

**The trial function.** Linearity of the inner product in its second argument gives

$$\langle p_i,u\rangle=\langle p_i,u_0\rangle+\sum_j\langle p_i,u_j\rangle c_j=(b+Bc)_i ,$$

which is `overlap_trial`. Linearity of $A$ gives

$$Au=Au_0+\sum_jc_jAu_j=\sum_jc_jp_j ,$$

which is `apply_trial`. Both lemmas are proved by unfolding the definitions and simplifying.

**The residual.** Adding the local and nonlocal parts, one finds

$$Au+\sum_{ij}p_iW_{ij}\langle p_j,u\rangle
=\sum_i\bigl[c+W(b+Bc)\bigr]_ip_i
=\sum_i\bigl[(1+WB)c+Wb\bigr]_ip_i .$$

In `scattering_iff` this identity is `hres`. Its proof rewrites with the three lemmas, merges the two sums, and compares the coefficients of each $p_i$; the `simp only` call expands the matrix products and `ring` reorders the terms.

If the bracket vanishes, so does the residual, and this direction makes no use of linear independence. If instead the residual vanishes, linear independence forces every coefficient in the bracket to be zero, which is the matrix equation. The Lean proof takes this step with `Fintype.linearIndependent_iff`.

**The coefficients.** When the determinant is nonzero, multiplying $(1+WB)c=-Wb$ from the left by the inverse gives $c=-(1+WB)^{-1}Wb$. Multiplying that formula by $1+WB$ leads back. These are the two branches of `scattering_coefficients`, which use `Matrix.nonsing_inv_mul` and `Matrix.mul_nonsing_inv`.

## Why the determinant finds every bound solution when $A$ is injective

The ansatz must first be shown to miss nothing. Let $v$ be any solution of the full equation, with overlaps $q$, and define

$$k=v+\sum_j(Wq)_j\,u_j .$$

Then

$$Ak=Av+\sum_j(Wq)_j\,p_j=0 ,$$

because the middle expression is the left-hand side of the full equation for $v$. Hence $v=k-\sum_j(Wq)_ju_j$ has the trial form, with $k$ in place of $u_0$ and $c=-Wq$. The proof of `solution_has_trial_form` supplies exactly this $k$ and this $c$, then checks the two required equations. It needs no linear independence.

Now let $A$ be injective and $v\neq0$ a solution. Since $Ak=0$, injectivity gives $k=0$, so $v=\sum_jc_ju_j$, and $c\neq0$ because $v\neq0$. The local part is zero, so its overlaps $b$ are zero too, and the matrix equation becomes $(1+WB)c=0$. A square matrix with a nonzero null vector has determinant zero.

Conversely, if $\det(1+WB)=0$, choose $c\neq0$ with $(1+WB)c=0$ and set $v=\sum_jc_ju_j$. By the matrix equation with $u_0=0$, this $v$ solves the full equation. It is not the zero function, since $Av=\sum_ic_ip_i$ and linear independence makes this sum nonzero.

In Lean, `Matrix.exists_mulVec_eq_zero_iff` exchanges the determinant condition for the existence of a null vector, and the two branches of `ghost_iff_det_eq_zero` then run as above. The statement also holds with no projectors at all: the determinant of the empty matrix is 1, and an injective $A$ has no nonzero solution of $Av=0$.

## A two-component example with numbers

The file includes a small operator, `modelOp`, which acts as

$$A_t(x,y)=(tx+y,\;y).$$

The parameter $t$ is not an energy; it switches between the two situations. The matrix of $A_t$ is not Hermitian, so this is a check of the algebra and not a model of a physical Hamiltonian. The theorem `modelOp_witness` confirms, by comparing components, that the assumptions of `scattering_iff` are met at $t=0$ and those of the bound-state theorem at every $t\neq0$. The single projector is $p=(1,1)$, and $u_1=(0,1)$ satisfies $A_tu_1=p$ for every $t$. Therefore $B=\langle p,u_1\rangle=1$, and $W$ is a single number $w$. The further assumption of `scattering_coefficients` is then $1+w\neq0$.

**Scattering, $t=0$.** The local solution $u_0=(1,0)$ has overlap $b=1$, so the matrix equation reads $(1+w)c=-w$. For $w=1$ this gives $c=-\tfrac12$ and $u=(1,-\tfrac12)$. To check, $A_0u=(-\tfrac12,-\tfrac12)$ and $\langle p,u\rangle=\tfrac12$, so the nonlocal term is $(\tfrac12,\tfrac12)$ and the sum is zero.

For $w=-1$ the equation becomes $0\cdot c=1$, and no trial function containing $u_0$ with weight one solves the problem. The full equation still has the nonzero solution $u_1$, in which the weight of $u_0$ is zero.

**Bound solution, $t=2$.** The operator is now injective, and $1+WB=1+w$ vanishes only at $w=-1$. There $v=(0,1)$ gives $A_2v=(1,1)$ and $\langle p,v\rangle=1$, so the nonlocal term is $-(1,1)$ and cancels the local one. For $w=1$ the full equation reads $3x+2y=0$ and $x+2y=0$, whose only solution is $x=y=0$, in agreement with the nonzero value $1+w=2$.
